# Geometric convergence of the partial-wave expansion of 1/r₁₂ at unequal electron radii

The repulsion $1/r_{12}$ between two electrons, in atomic units, is expanded in Legendre polynomials of the cosine of the angle between their position vectors, and the question is how large an error remains when the expansion stops at $l=L$. The error is expressed in two dimensionless variables: $t=r_</r_>$, the ratio of the smaller to the larger radius, and $x$, the cosine of the angle. For $0\le t<1$ and $|x|\le1$ the error, in units of $1/r_>$, is then at most $t^{L+1}/(1-t)$.

```lean
import Mathlib

open Finset Filter Topology

namespace PartialWaveConvergence

noncomputable section
```

The Legendre values $P_l(x)$, written `legendre x l`, are defined by $P_0=1$, $P_1=x$ and Bonnet's recursion.

```lean
/-- The value at `x` of the Legendre polynomial of degree `l`, defined by Bonnet's recursion. -/
def legendre (x : ℝ) : ℕ → ℝ
  | 0 => 1
  | 1 => x
  | (n + 2) => ((2 * (n : ℝ) + 3) * x * legendre x (n + 1) - ((n : ℝ) + 1) * legendre x n)
      / ((n : ℝ) + 2)
```

In units of $r_>$, the law of cosines gives the distance $w(t)=\sqrt{1-2xt+t^2}$.

```lean
/-- The distance between two electrons in units of the larger radius, where `t` is the ratio of
the smaller to the larger radius and `x` the cosine of the angle between the position vectors. -/
def separation (x t : ℝ) : ℝ := √(1 - 2 * x * t + t ^ 2)
```

The truncated series is $S_L(t)=\sum_{l=0}^{L}P_l(x)\,t^l$. It has $L+1$ terms, hence `range (L + 1)`.

```lean
/-- The partial-wave sum of `P_l(x) t^l` over `l = 0, ..., L`. -/
def multipoleSum (x : ℝ) (L : ℕ) (t : ℝ) : ℝ := ∑ l ∈ range (L + 1), legendre x l * t ^ l
```

## Legendre values bounded by one

Multiplying out the denominator gives
$$(n+2)P_{n+2}=(2n+3)xP_{n+1}-(n+1)P_n .$$

```lean
/-- Bonnet's recursion without denominators. -/
theorem bonnet (x : ℝ) (n : ℕ) : ((n : ℝ) + 2) * legendre x (n + 2) =
    (2 * (n : ℝ) + 3) * x * legendre x (n + 1) - ((n : ℝ) + 1) * legendre x n := by
  have h : legendre x (n + 2) = ((2 * (n : ℝ) + 3) * x * legendre x (n + 1)
      - ((n : ℝ) + 1) * legendre x n) / ((n : ℝ) + 2) := by rw [legendre]
  have hn : (n : ℝ) + 2 ≠ 0 := by positivity
  rw [h, mul_comm, div_mul_cancel₀ _ hn]
```

Let $Q_n=P_{n+1}^2+P_n^2-2xP_{n+1}P_n$, so that $Q_0=1-x^2$. Bonnet's recursion can be rearranged to
$$(n+2)(P_{n+2}-xP_{n+1})=(n+1)(xP_{n+1}-P_n),$$
hence $(P_{n+2}-xP_{n+1})^2\le(xP_{n+1}-P_n)^2$. Adding $(1-x^2)P_{n+1}^2$ to both sides gives $Q_{n+1}\le Q_n$, and by induction $Q_n\le1-x^2$.

```lean
/-- A quadratic form in two consecutive Legendre values never exceeds `1 - x²`. -/
theorem quadratic_bound (x : ℝ) (n : ℕ) :
    legendre x (n + 1) ^ 2 + legendre x n ^ 2 - 2 * x * legendre x (n + 1) * legendre x n
      ≤ 1 - x ^ 2 := by
  induction n with
  | zero =>
    have h0 : legendre x 0 = 1 := by rw [legendre]
    have h1 : legendre x (0 + 1) = x := by simp [legendre]
    rw [h0, h1]
    nlinarith
  | succ n ih =>
    have hn : (0 : ℝ) ≤ n := Nat.cast_nonneg n
    -- Bonnet's recursion contracts the deviation from `x P_{n+1}`
    have h1 : ((n : ℝ) + 2) * (legendre x (n + 2) - x * legendre x (n + 1)) =
        ((n : ℝ) + 1) * (x * legendre x (n + 1) - legendre x n) := by
      linear_combination bonnet x n
    have h2 : ((n : ℝ) + 2) ^ 2 * (legendre x (n + 2) - x * legendre x (n + 1)) ^ 2 ≤
        ((n : ℝ) + 2) ^ 2 * (x * legendre x (n + 1) - legendre x n) ^ 2 := by
      rw [← mul_pow, h1, mul_pow]
      exact mul_le_mul_of_nonneg_right (by nlinarith) (sq_nonneg _)
    have h3 := le_of_mul_le_mul_left h2 (by positivity)
    change legendre x (n + 2) ^ 2 + legendre x (n + 1) ^ 2
      - 2 * x * legendre x (n + 2) * legendre x (n + 1) ≤ 1 - x ^ 2
    nlinarith [h3, ih]
```

Completing the other square gives $Q_n=(P_{n+1}-xP_n)^2+(1-x^2)P_n^2$. If $x^2=1$, the bound forces $P_{n+1}=xP_n$, so $P_n=x^n$.

```lean
/-- For collinear position vectors, `x = 1` or `x = -1`, the Legendre value is `x^n`. -/
theorem legendre_collinear {x : ℝ} (hx : x ^ 2 = 1) (n : ℕ) : legendre x n = x ^ n := by
  induction n with
  | zero => simp [legendre]
  | succ n ih =>
    have h := quadratic_bound x n
    have h0 : (legendre x (n + 1) - x * legendre x n) ^ 2 ≤ 0 := by
      have e : (legendre x (n + 1) - x * legendre x n) ^ 2 =
          legendre x (n + 1) ^ 2 + legendre x n ^ 2 - 2 * x * legendre x (n + 1) * legendre x n
            + (x ^ 2 - 1) * legendre x n ^ 2 := by ring
      rw [e, hx]
      linarith
    have hz := (pow_eq_zero_iff two_ne_zero).1 (le_antisymm h0 (sq_nonneg _))
    linear_combination hz + x * ih
```

If $x^2<1$, dropping the square leaves $(1-x^2)P_n^2\le1-x^2$, so $|P_n|\le1$. The proof treats the two cases separately.

```lean
/-- Legendre polynomials are bounded by one in absolute value on `[-1, 1]`. -/
theorem abs_legendre_le_one {x : ℝ} (hx : |x| ≤ 1) (n : ℕ) : |legendre x n| ≤ 1 := by
  have hx2 : x ^ 2 ≤ 1 := (sq_le_one_iff_abs_le_one _).2 hx
  apply (sq_le_one_iff_abs_le_one _).1
  rcases hx2.lt_or_eq with h | h
  · have hp : 0 < 1 - x ^ 2 := by linarith
    refine le_of_mul_le_mul_left ?_ hp
    nlinarith [quadratic_bound x n, sq_nonneg (legendre x (n + 1) - x * legendre x n)]
  · rw [legendre_collinear h, ← pow_mul, mul_comm, pow_mul, h, one_pow]
```

## A differential equation with a small residual

The inverse distance $g=1/w$ satisfies $w^2g'+(t-x)g=0$. The truncated sum satisfies
$$w^2S_L'+(t-x)S_L=(L+1)t^L(tP_L-P_{L+1}).$$
For $L=0$ both sides are $t-x$. Adding the next partial wave changes the left side by
$$P_{L+1}\left[(L+1)t^L-(2L+3)xt^{L+1}+(L+2)t^{L+2}\right],$$
which by Bonnet's recursion is also the change of the right side. In Lean, `linear_combination` checks this step.

```lean
/-- The truncated sum obeys the differential equation of the inverse distance up to a residual
that contains only the partial waves `L` and `L + 1`. -/
theorem multipoleSum_ode (x t : ℝ) (L : ℕ) : ∃ S' : ℝ, HasDerivAt (multipoleSum x L) S' t ∧
    (1 - 2 * x * t + t ^ 2) * S' + (t - x) * multipoleSum x L t =
      ((L : ℝ) + 1) * t ^ L * (t * legendre x L - legendre x (L + 1)) := by
  induction L with
  | zero =>
    have e : multipoleSum x 0 = fun _ => (1 : ℝ) := by
      funext s
      simp [multipoleSum, legendre]
    refine ⟨0, ?_, ?_⟩
    · rw [e]
      exact hasDerivAt_const t 1
    · rw [e]
      simp [legendre]
  | succ L ih =>
    obtain ⟨S', hS, hode⟩ := ih
    have e : multipoleSum x (L + 1) =
        fun s => multipoleSum x L s + legendre x (L + 1) * s ^ (L + 1) := by
      funext s
      exact sum_range_succ _ _
    refine ⟨S' + legendre x (L + 1) * (((L : ℝ) + 1) * t ^ L), ?_, ?_⟩
    · rw [e]
      have hp : HasDerivAt (fun s : ℝ => s ^ (L + 1)) (((L : ℝ) + 1) * t ^ L) t := by
        simpa using hasDerivAt_pow (L + 1) t
      exact hS.fun_add (hp.const_mul _)
    · rw [e]
      push_cast
      linear_combination hode + t ^ (L + 1) * bonnet x L
```

Since $w^2=(1-t)^2+2t(1-x)$, the distance satisfies $w\ge1-t$.

```lean
/-- For `x ≤ 1` and `t < 1`, with `t` nonnegative, the separation is at least the difference of
the radii, in units of the larger radius. -/
theorem separation_ge {x t : ℝ} (hx : x ≤ 1) (h0 : 0 ≤ t) (h1 : t < 1) :
    1 - t ≤ separation x t :=
  (Real.le_sqrt' (by linarith)).2 (by nlinarith [mul_nonneg h0 (sub_nonneg.2 hx)])
```

With $w'=(t-x)/w$, the product rule gives
$$(S_Lw)'=\frac{w^2S_L'+(t-x)S_L}{w}=\frac{(L+1)t^L(tP_L-P_{L+1})}{w}.$$

```lean
/-- Where the separation is positive, the product of truncated sum and separation changes with
`t` only through the residual of the partial waves `L` and `L + 1`. -/
theorem hasDerivAt_product {x t : ℝ} (L : ℕ) (h : 0 < separation x t) :
    HasDerivAt (fun s => multipoleSum x L s * separation x s)
      (((L : ℝ) + 1) * t ^ L * (t * legendre x L - legendre x (L + 1)) / separation x t) t := by
  obtain ⟨S', hS, hode⟩ := multipoleSum_ode x t L
  have hpos : 0 < 1 - 2 * x * t + t ^ 2 := Real.sqrt_pos.1 h
  have hD : HasDerivAt (fun s : ℝ => 1 - 2 * x * s + s ^ 2) (2 * (t - x)) t := by
    have e : (fun s : ℝ => 1 - 2 * x * s + s ^ 2) = fun s => 1 - 2 * x * s + s * s := by
      funext s
      ring
    rw [e]
    exact (((hasDerivAt_const t (1 : ℝ)).fun_sub ((hasDerivAt_id' t).const_mul (2 * x))).fun_add
      ((hasDerivAt_id' t).fun_mul (hasDerivAt_id' t))).congr_deriv (by ring)
  have hsq : separation x t ^ 2 = 1 - 2 * x * t + t ^ 2 := Real.sq_sqrt hpos.le
  have hq : 2 * (t - x) / (2 * separation x t) * separation x t = t - x := by
    field_simp
  have key : S' * separation x t + multipoleSum x L t * (2 * (t - x) / (2 * separation x t)) =
      ((L : ℝ) + 1) * t ^ L * (t * legendre x L - legendre x (L + 1)) / separation x t := by
    rw [eq_div_iff h.ne']
    linear_combination S' * hsq + multipoleSum x L t * hq + hode
  exact (hS.fun_mul (hD.sqrt hpos.ne')).congr_deriv key
```

## Convergence from the mean value inequality

At $t=0$ the product $S_Lw$ is 1. For $0\le s\le t$ we have $|sP_L-P_{L+1}|\le2$ and $w(s)\ge1-t$, so
$$|S_L(t)w(t)-1|\le\frac{2(L+1)t^L}{1-t}\,t\;\longrightarrow\;0\quad(L\to\infty).$$
The series converges by comparison with $\sum_l t^l$, and its sum must be $1/w$.

The central Mathlib device is `Convex.norm_image_sub_le_of_norm_deriv_le`: if a function is differentiable at every point of a convex set and its derivative has norm at most $C$ there, its values at two points of the set differ by at most $C$ times their distance. Applied on $[0,t]$, it turns the derivative formula into the estimate without any integral.

```lean
/-- For `x` in `[-1, 1]` and radius ratio `0 ≤ t < 1`, the partial-wave series converges to the
inverse separation. -/
theorem hasSum_inverse_separation {x t : ℝ} (hx : |x| ≤ 1) (h0 : 0 ≤ t) (h1 : t < 1) :
    HasSum (fun l => legendre x l * t ^ l) (1 / separation x t) := by
  have hx1 := (abs_le.1 hx).2
  have hpos : 0 < 1 - t := by linarith
  -- the mean value inequality on `[0, t]`
  have hbound : ∀ L : ℕ, |multipoleSum x L t * separation x t - 1| ≤
      2 * ((L : ℝ) + 1) * t ^ L / (1 - t) * t := by
    intro L
    have hstart : multipoleSum x L 0 * separation x 0 = 1 := by
      simp [multipoleSum, separation, sum_range_succ', legendre]
    have hsep : ∀ s ∈ Set.Icc 0 t, 1 - t ≤ separation x s := fun s hs => by
      linarith [separation_ge hx1 hs.1 (hs.2.trans_lt h1), hs.2]
    have hd := fun s hs => hasDerivAt_product (x := x) (t := s) L (hpos.trans_le (hsep s hs))
    have h := Convex.norm_image_sub_le_of_norm_deriv_le
      (f := fun s => multipoleSum x L s * separation x s)
      (C := 2 * ((L : ℝ) + 1) * t ^ L / (1 - t))
      (fun s hs => (hd s hs).differentiableAt) (fun s hs => by
        have hs0 : 0 ≤ s := hs.1
        have hst : s ≤ t := hs.2
        have ha : |s * legendre x L| ≤ 1 := by
          rw [abs_mul, abs_of_nonneg hs0]
          exact mul_le_one₀ (by linarith) (abs_nonneg _) (abs_legendre_le_one hx L)
        have hb := abs_le.1 (abs_legendre_le_one hx (L + 1))
        have hc : |s * legendre x L - legendre x (L + 1)| ≤ 2 :=
          abs_le.2 ⟨by linarith [(abs_le.1 ha).1, hb.2], by linarith [(abs_le.1 ha).2, hb.1]⟩
        have hw : 0 ≤ ((L : ℝ) + 1) * s ^ L := by positivity
        rw [(hd s hs).deriv, Real.norm_eq_abs, abs_div,
          abs_of_pos (hpos.trans_le (hsep s hs)), abs_mul, abs_of_nonneg hw]
        refine div_le_div₀ (by positivity) ?_ hpos (hsep s hs)
        calc ((L : ℝ) + 1) * s ^ L * |s * legendre x L - legendre x (L + 1)|
            ≤ ((L : ℝ) + 1) * t ^ L * 2 := by gcongr
          _ = 2 * ((L : ℝ) + 1) * t ^ L := by ring)
      (convex_Icc 0 t) (Set.left_mem_Icc.2 h0) (Set.right_mem_Icc.2 h0)
    simpa only [hstart, sub_zero, Real.norm_eq_abs, abs_of_nonneg h0] using h
  have hlim : Tendsto (fun L : ℕ => 2 * ((L : ℝ) + 1) * t ^ L / (1 - t) * t) atTop (𝓝 0) := by
    have h := ((tendsto_self_mul_const_pow_of_lt_one h0 h1).add
      (tendsto_pow_atTop_nhds_zero_of_lt_one h0 h1)).const_mul (2 * t / (1 - t))
    rw [add_zero, mul_zero] at h
    exact h.congr (fun L => by ring)
  have hF : Tendsto (fun L => multipoleSum x L t * separation x t) atTop (𝓝 1) :=
    tendsto_iff_norm_sub_tendsto_zero.2 (squeeze_zero (fun _ => norm_nonneg _) hbound hlim)
  -- the series is summable, and its sum times the separation is one
  have hs : Summable (fun l => legendre x l * t ^ l) := by
    refine Summable.of_norm_bounded (summable_geometric_of_lt_one h0 h1) (fun l => ?_)
    rw [Real.norm_eq_abs, abs_mul, abs_of_nonneg (pow_nonneg h0 l)]
    exact mul_le_of_le_one_left (pow_nonneg h0 l) (abs_legendre_le_one hx l)
  have hG := (hs.hasSum.tendsto_sum_nat.comp (tendsto_add_atTop_nat 1)).mul_const (separation x t)
  have hone := tendsto_nhds_unique hG hF
  have hsum := hs.hasSum
  rwa [(eq_div_iff (hpos.trans_le (separation_ge hx1 h0 h1)).ne').2 hone] at hsum
```

## The truncation error

The omitted terms are bounded by a geometric series:
$$\left|\frac1w-S_L\right|\le\sum_{l>L}t^l=\frac{t^{L+1}}{1-t}.$$

```lean
/-- For `x` in `[-1, 1]` and radius ratio `0 ≤ t < 1`, truncating the partial-wave series of the
inverse separation after `l = L` leaves an error of at most `t^(L+1) / (1 - t)`. -/
theorem truncation_error {x t : ℝ} (hx : |x| ≤ 1) (h0 : 0 ≤ t) (h1 : t < 1) (L : ℕ) :
    |1 / separation x t - multipoleSum x L t| ≤ t ^ (L + 1) / (1 - t) := by
  have h := norm_sub_le_of_geometric_bound_of_hasSum (C := 1) h1 (fun l => by
    rw [Real.norm_eq_abs, abs_mul, abs_of_nonneg (pow_nonneg h0 l)]
    exact mul_le_mul_of_nonneg_right (abs_legendre_le_one hx l) (pow_nonneg h0 l))
    (hasSum_inverse_separation hx h0 h1) (L + 1)
  rw [one_mul, Real.norm_eq_abs, abs_sub_comm] at h
  exact h
```

For electrons in the same direction, $x=1$, every $P_l$ is 1 and $w=1-t$. Then $S_L=(1-t^{L+1})/(1-t)$, and the bound is attained.

```lean
/-- For electrons in the same direction, `x = 1`, with radius ratio `0 ≤ t < 1`, the truncation
error equals `t^(L+1) / (1 - t)`. -/
theorem truncation_error_sharp {t : ℝ} (h0 : 0 ≤ t) (h1 : t < 1) (L : ℕ) :
    |1 / separation 1 t - multipoleSum 1 L t| = t ^ (L + 1) / (1 - t) := by
  have hpos : 0 < 1 - t := by linarith
  have hsep : separation 1 t = 1 - t := by
    have e : 1 - 2 * 1 * t + t ^ 2 = (1 - t) ^ 2 := by ring
    rw [separation, e, Real.sqrt_sq hpos.le]
  have hS : multipoleSum 1 L t = (1 - t ^ (L + 1)) / (1 - t) := by
    have e : multipoleSum 1 L t = ∑ l ∈ range (L + 1), t ^ l :=
      sum_congr rfl (fun l _ => by rw [legendre_collinear (one_pow 2), one_pow, one_mul])
    rw [eq_div_iff hpos.ne', e, mul_comm, mul_neg_geom_sum]
  rw [hsep, hS, ← sub_div, sub_sub_cancel]
  exact abs_of_nonneg (by positivity)
```

At $x=-1$, with the electrons on opposite sides of the origin, a geometric sum with ratio $-t$ gives the error $t^{L+1}/(1+t)$, which is smaller for $t>0$; this case is not formalised here.

## Back to position vectors

Let $u$ and $v$ be the position vectors, with $\|u\|<\|v\|$; for electrons the space `E` is $\mathbb R^3$, though any real inner product space is allowed. With $t=\|u\|/\|v\|$ we have $\|u-v\|=\|v\|\,w$, and dividing the previous bound by $\|v\|$ gives
$$\left|\frac1{\|u-v\|}-\sum_{l=0}^{L}\frac{\|u\|^l}{\|v\|^{l+1}}P_l(x)\right|\le\frac{(\|u\|/\|v\|)^{L+1}}{\|v\|-\|u\|}.$$

Atomic-structure programs use this expansion in two-electron integrals. Between orbitals of definite angular momentum only finitely many $l$ contribute to each integral, so the series ends there without a truncation error. The bound above concerns the repulsion itself, at fixed positions with unequal radii. An energy involves an integration over all positions, including the neighbourhood of equal radii where the bound diverges, and a correlation energy also depends on the correlated wave function. This bound alone therefore gives no convergence rate for energies.

```lean
/-- For electrons at `u` and `v` with `‖u‖ < ‖v‖`, the multipole expansion of the Coulomb
repulsion `1 / ‖u - v‖` truncated after `l = L` has an error of at most
`(‖u‖ / ‖v‖)^(L+1) / (‖v‖ - ‖u‖)`. -/
theorem coulomb_truncation_error {E : Type*} [NormedAddCommGroup E] [InnerProductSpace ℝ E]
    {u v : E} (huv : ‖u‖ < ‖v‖) (L : ℕ) :
    |1 / ‖u - v‖ - ∑ l ∈ range (L + 1),
        ‖u‖ ^ l / ‖v‖ ^ (l + 1) * legendre (Real.cos (InnerProductGeometry.angle u v)) l|
      ≤ (‖u‖ / ‖v‖) ^ (L + 1) / (‖v‖ - ‖u‖) := by
  have hv : 0 < ‖v‖ := (norm_nonneg u).trans_lt huv
  have hcos := InnerProductGeometry.cos_angle_mul_norm_mul_norm u v
  have hx := Real.abs_cos_le_one (InnerProductGeometry.angle u v)
  set x := Real.cos (InnerProductGeometry.angle u v)
  obtain ⟨t, ht⟩ : ∃ t, t = ‖u‖ / ‖v‖ := ⟨_, rfl⟩
  have hu : ‖u‖ = t * ‖v‖ := by rw [ht, div_mul_cancel₀ _ hv.ne']
  have h0 : 0 ≤ t := by rw [ht]; positivity
  have h1 : t < 1 := by rw [ht]; exact (div_lt_one hv).2 huv
  have hsep : 0 < separation x t := by linarith [separation_ge (abs_le.1 hx).2 h0 h1]
  -- the distance is the larger radius times the separation
  have hdist : ‖u - v‖ = ‖v‖ * separation x t := by
    refine (sq_eq_sq₀ (norm_nonneg _) (by positivity)).1 ?_
    have hsq : separation x t ^ 2 = 1 - 2 * x * t + t ^ 2 :=
      Real.sq_sqrt (Real.sqrt_pos.1 hsep).le
    rw [norm_sub_sq_real, ← hcos, mul_pow, hsq, hu]
    ring
  have hsum : ∑ l ∈ range (L + 1), ‖u‖ ^ l / ‖v‖ ^ (l + 1) * legendre x l =
      multipoleSum x L t / ‖v‖ := by
    rw [multipoleSum, sum_div]
    refine sum_congr rfl (fun l _ => ?_)
    rw [ht, div_pow, pow_succ]
    field_simp
  have hfac : 1 / (‖v‖ * separation x t) - multipoleSum x L t / ‖v‖ =
      (1 / separation x t - multipoleSum x L t) / ‖v‖ := by
    rw [sub_div, div_div, mul_comm]
  have hden : ‖v‖ - ‖u‖ = (1 - t) * ‖v‖ := by rw [hu]; ring
  rw [hdist, hsum, hfac, abs_div, abs_of_pos hv, ← ht, hden, ← div_div]
  exact div_le_div_of_nonneg_right (truncation_error hx h0 h1 L) hv.le

end

end PartialWaveConvergence
```

```lean
#print axioms PartialWaveConvergence.hasSum_inverse_separation
#print axioms PartialWaveConvergence.truncation_error_sharp
#print axioms PartialWaveConvergence.coulomb_truncation_error
```

```
'PartialWaveConvergence.hasSum_inverse_separation' depends on axioms: [propext, Classical.choice, Quot.sound]
'PartialWaveConvergence.truncation_error_sharp' depends on axioms: [propext, Classical.choice, Quot.sound]
'PartialWaveConvergence.coulomb_truncation_error' depends on axioms: [propext, Classical.choice, Quot.sound]
```
